# The entries of a real Raman tensor after a quarter turn about the z axis

Turning a Raman tensor by a quarter turn about z swaps its xx and yy entries, leaves zz alone, and moves the other entries about, some with a change of sign. `fourfoldZ_conj` states this as a matrix identity, giving all nine entries of `fourfoldZ * α * fourfoldZᵀ` in terms of those of `α`. Here `α` is any real 3 × 3 matrix: it need not be symmetric, nor unchanged by the rotation. The attempt compares the two sides entry by entry, and asks `simp` to unfold the rotation and multiply out the products in each of the nine cases.

This version doesn't compile in Lean 4 with Mathlib:

```lean
import Mathlib

open Matrix

namespace FourfoldZConj

/-- Rotation by a quarter turn about the molecular z axis. -/
def fourfoldZ : Matrix (Fin 3) (Fin 3) ℝ := !![0, -1, 0; 1, 0, 0; 0, 0, 1]

/-- The action of the fourfold z rotation on the entries of a Raman tensor. -/
lemma fourfoldZ_conj (α : Matrix (Fin 3) (Fin 3) ℝ) :
    fourfoldZ * α * fourfoldZᵀ =
      !![α 1 1, -α 1 0, -α 1 2; -α 0 1, α 0 0, α 0 2; -α 2 1, α 2 0, α 2 2] := by
  ext i j
  fin_cases i <;> fin_cases j <;>
    simp [fourfoldZ, Matrix.mul_apply, Fin.sum_univ_three]

end FourfoldZConj
```

Messages:

```
Main.lean:13:79: error: unsolved goals
case «0».«0»
α : Matrix (Fin 3) (Fin 3) ℝ
⊢ -(![0, -1, 0] ᵥ* α) 1 = α 1 1

case «0».«1»
α : Matrix (Fin 3) (Fin 3) ℝ
⊢ (![0, -1, 0] ᵥ* α) 0 = -α 1 0

case «0».«2»
α : Matrix (Fin 3) (Fin 3) ℝ
⊢ (![0, -1, 0] ᵥ* α) 2 = -α 1 2

case «1».«0»
α : Matrix (Fin 3) (Fin 3) ℝ
⊢ (![1, 0, 0] ᵥ* α) 1 = α 0 1

case «1».«1»
α : Matrix (Fin 3) (Fin 3) ℝ
⊢ (![1, 0, 0] ᵥ* α) 0 = α 0 0

case «1».«2»
α : Matrix (Fin 3) (Fin 3) ℝ
⊢ (![1, 0, 0] ᵥ* α) 2 = α 0 2

case «2».«0»
α : Matrix (Fin 3) (Fin 3) ℝ
⊢ (![0, 0, 1] ᵥ* α) 1 = α 2 1

case «2».«1»
α : Matrix (Fin 3) (Fin 3) ℝ
⊢ (![0, 0, 1] ᵥ* α) 0 = α 2 0

case «2».«2»
α : Matrix (Fin 3) (Fin 3) ℝ
⊢ (![0, 0, 1] ᵥ* α) 2 = α 2 2
```

The single error lists nine unsolved goals, one for each entry. All are true, but each still contains an unevaluated row-times-matrix product, such as `(![0, -1, 0] ᵥ* α) 1`.

The outer product has been expanded, but the inner one, `fourfoldZ * α`, has not. `simp` simplifies that inner product before it has been given indices, so `Matrix.mul_apply`, which needs an entry of a product, can't yet be used on it. With `fourfoldZ` unfolded to explicit rows, `simp` instead rewrites the product row by row using `ᵥ*`. After that there is no matrix product left for `Matrix.mul_apply` to match, and `simp` gets no further.

The repair expands the products first, with a `simp only` that doesn't unfold `fourfoldZ`. Both products become sums of entries, and the final `simp [fourfoldZ]` only has to put in the numbers and do the arithmetic. Naming `Matrix.transpose_apply` is tidying, since the failed attempt had already dealt with the transpose.

As a diff, the version that Lean accepts:

```diff
@@ -13,6 +13,6 @@
       !![α 1 1, -α 1 0, -α 1 2; -α 0 1, α 0 0, α 0 2; -α 2 1, α 2 0, α 2 2] := by
   ext i j
-  fin_cases i <;> fin_cases j <;>
-    simp [fourfoldZ, Matrix.mul_apply, Fin.sum_univ_three]
+  simp only [Matrix.mul_apply, Matrix.transpose_apply, Fin.sum_univ_three]
+  fin_cases i <;> fin_cases j <;> simp [fourfoldZ]
 
 end FourfoldZConj
```
